# For a hole on a uniform open chain with nearest-neighbour hopping, extrapolating the ionization energy linearly in 1/n from sizes n and 2n undershoots the polymer limit for n ≥ 2

The ionization energy of a long polymer can be estimated by computing it for oligomers of $n$ and $2n$ units and drawing a straight line in $1/n$ to infinite length. For a single hole hopping between neighbouring units of a uniform open chain, the error of that estimate can be worked out in full.

```lean
import Mathlib

open Filter Topology Matrix
open scoped Real

namespace OligomerExtrapolation

noncomputable section

/-- One-hole Hamiltonian of an open chain of `n` units: site energy `e` on the diagonal and
matrix element `-t` between neighbouring units. -/
def chain (n : ℕ) (e t : ℝ) : Matrix (Fin n) (Fin n) ℝ := fun i j =>
  (if (j : ℕ) = i then e else 0) - (if (j : ℕ) = i + 1 then t else 0)
    - (if (j : ℕ) + 1 = i then t else 0)

/-- The energy levels of the hole: the eigenvalues of the chain Hamiltonian. -/
def levels (n : ℕ) (e t : ℝ) : Set ℝ :=
  {μ | ∃ v : Fin n → ℝ, v ≠ 0 ∧ chain n e t *ᵥ v = μ • v}

/-- The lowest ionization energy of the chain with `n ≥ 1` units. -/
def ionizationEnergy (e t : ℝ) (n : ℕ) : ℝ := sInf (levels n e t)

/-- Two-point extrapolation, linear in `1/n`, from the sizes `n` and `2n`, for `n ≥ 1`. -/
def extrapolate (F : ℕ → ℝ) (n : ℕ) : ℝ := 2 * F (2 * n) - F n

/-- If a property deviates from `a` by `b/n` at size `n` and by `b/(2n)` at size `2n`, with `n`
nonzero, the extrapolation returns `a`. -/
theorem extrapolate_of_linear (F : ℕ → ℝ) (a b : ℝ) {n : ℕ} (hn : n ≠ 0)
    (h1 : n * (F n - a) = b) (h2 : 2 * n * (F (2 * n) - a) = b) :
    extrapolate F n = a := by
  have h0 : (n : ℝ) ≠ 0 := Nat.cast_ne_zero.mpr hn
  apply mul_left_cancel₀ h0
  unfold extrapolate
  linear_combination h2 - h1

/-- The Hamiltonian acts on amplitudes that vanish just beyond both chain ends as a
three-term recurrence. -/
theorem chain_mulVec (n : ℕ) (e t : ℝ) (f : ℕ → ℝ) (h0 : f 0 = 0) (hn : f (n + 1) = 0)
    (i : Fin n) : (chain n e t *ᵥ fun j : Fin n => f (j + 1)) i
      = e * f (i + 1) - t * (f i + f (i + 2)) := by
  obtain ⟨i, hi⟩ := i
  have h1 : ∑ k ∈ Finset.range n, (if k = i then e else 0) * f (k + 1) = e * f (i + 1) := by
    rw [Finset.sum_eq_single i]
    · simp
    · intro k _ hk
      simp [hk]
    · intro h
      exact absurd (Finset.mem_range.mpr hi) h
  have h2 : ∑ k ∈ Finset.range n, (if k = i + 1 then t else 0) * f (k + 1)
      = t * f (i + 2) := by
    rw [Finset.sum_eq_single (i + 1)]
    · simp
    · intro k _ hk
      simp [hk]
    · intro h
      have h' : i + 1 = n := by
        rw [Finset.mem_range] at h
        omega
      rw [h', hn, mul_zero]
  have h3 : ∑ k ∈ Finset.range n, (if k + 1 = i then t else 0) * f (k + 1) = t * f i := by
    rcases i with _ | m
    · simp [h0]
    · rw [Finset.sum_eq_single m]
      · simp
      · intro k _ hk
        simp [hk]
      · intro h
        exact absurd (Finset.mem_range.mpr (by omega)) h
  have hsum : (chain n e t *ᵥ fun j : Fin n => f (j + 1)) ⟨i, hi⟩
      = ∑ k ∈ Finset.range n, ((if k = i then e else 0) - (if k = i + 1 then t else 0)
        - (if k + 1 = i then t else 0)) * f (k + 1) :=
    Fin.sum_univ_eq_sum_range (fun k => ((if k = i then e else 0)
      - (if k = i + 1 then t else 0) - (if k + 1 = i then t else 0)) * f (k + 1)) n
  rw [hsum]
  simp only [sub_mul, Finset.sum_sub_distrib, h1, h2, h3]
  ring

/-- The standing-wave amplitudes on the two neighbours of a site add up to `2 cos θ` times
the amplitude on that site. -/
lemma sin_recurrence (θ : ℝ) (k : ℕ) : Real.sin (k * θ) + Real.sin ((k + 2 : ℕ) * θ)
    = 2 * Real.cos θ * Real.sin ((k + 1 : ℕ) * θ) := by
  have h1 : (k : ℝ) * θ = (k + 1 : ℕ) * θ - θ := by push_cast; ring
  have h2 : ((k + 2 : ℕ) : ℝ) * θ = (k + 1 : ℕ) * θ + θ := by push_cast; ring
  rw [h1, h2, Real.sin_sub, Real.sin_add]
  ring

/-- For `t > 0` and at least one unit, the lowest level of the hole is
`e - 2t cos(π/(n+1))`. -/
theorem isLeast_levels {n : ℕ} (hn : 0 < n) (e : ℝ) {t : ℝ} (ht : 0 < t) :
    IsLeast (levels n e t) (e - 2 * t * Real.cos (π / (n + 1))) := by
  obtain ⟨θ, hθ⟩ : ∃ θ : ℝ, θ = π / (n + 1) := ⟨_, rfl⟩
  rw [← hθ]
  have hθ0 : 0 < θ := by rw [hθ]; positivity
  have hθn : ((n + 1 : ℕ) : ℝ) * θ = π := by rw [hθ]; push_cast; field_simp
  have hs : ∀ k : ℕ, 0 < k → k < n + 1 → 0 < Real.sin (k * θ) := fun k h0 h1 =>
    Real.sin_pos_of_pos_of_lt_pi (mul_pos (Nat.cast_pos.mpr h0) hθ0)
      (hθn ▸ mul_lt_mul_of_pos_right (Nat.cast_lt.mpr h1) hθ0)
  constructor
  · -- the nodeless standing wave is an eigenvector
    refine ⟨fun j => Real.sin (((j : ℕ) + 1 : ℕ) * θ), ?_, ?_⟩
    · intro h
      exact (hs 1 one_pos (by omega)).ne' (congrFun h ⟨0, hn⟩)
    · funext i
      refine (chain_mulVec n e t (fun k => Real.sin (k * θ)) (by simp)
        (by simp only [hθn, Real.sin_pi]) i).trans ?_
      simp only [Pi.smul_apply, smul_eq_mul]
      linear_combination (-t) * sin_recurrence θ i
  · -- compare any eigenvector with the standing wave where their ratio is largest
    rintro μ ⟨v, hv, hμ⟩
    have : Nonempty (Fin n) := ⟨⟨0, hn⟩⟩
    obtain ⟨i, hi⟩ := Finite.exists_max
      (fun j : Fin n => |v j| / Real.sin (((j : ℕ) + 1 : ℕ) * θ))
    have hsi := fun j : Fin n => hs (j + 1) (Nat.succ_pos _) (Nat.succ_lt_succ j.isLt)
    obtain ⟨c, hc⟩ : ∃ c, c = |v i| / Real.sin (((i : ℕ) + 1 : ℕ) * θ) := ⟨_, rfl⟩
    have hvi : |v i| = c * Real.sin (((i : ℕ) + 1 : ℕ) * θ) := by
      rw [hc, div_mul_cancel₀ _ (hsi i).ne']
    have hle : ∀ j : Fin n, |v j| ≤ c * Real.sin (((j : ℕ) + 1 : ℕ) * θ) := fun j => by
      rw [← div_le_iff₀ (hsi j), hc]
      exact hi j
    have hvpos : 0 < |v i| := by
      refine abs_pos.mpr fun h0 => hv (funext fun j => ?_)
      have hc0 : c = 0 := by rw [hc, h0]; simp
      have h := hle j
      rw [hc0, zero_mul] at h
      exact abs_nonpos_iff.mp h
    obtain ⟨g, hg0, hgn, hg⟩ : ∃ g : ℕ → ℝ, g 0 = 0 ∧ g (n + 1) = 0 ∧
        ∀ j : Fin n, g (j + 1) = v j :=
      ⟨fun k => if h : 0 < k ∧ k < n + 1 then v ⟨k - 1, by omega⟩ else 0,
        by simp, by simp, fun j => by simp⟩
    have hb : ∀ k : ℕ, k ≤ n + 1 → |g k| ≤ c * Real.sin (k * θ) := by
      intro k hk
      rcases k with _ | m
      · simp [hg0]
      · rcases Nat.lt_or_ge m n with h1 | h1
        · have h := hle ⟨m, h1⟩
          rw [← hg] at h
          exact h
        · obtain rfl : m = n := by omega
          rw [hgn, hθn]
          simp
    have h := chain_mulVec n e t g hg0 hgn i
    rw [show (fun j : Fin n => g (j + 1)) = v from funext hg, hμ, hg] at h
    simp only [Pi.smul_apply, smul_eq_mul] at h
    have hin := i.isLt
    have key : (e - μ) * |v i| ≤ 2 * t * Real.cos θ * |v i| := calc
      (e - μ) * |v i| ≤ |(e - μ) * v i| := by
        rw [abs_mul]
        exact mul_le_mul_of_nonneg_right (le_abs_self _) (abs_nonneg _)
      _ = t * |g i + g (i + 2)| := by
        rw [show (e - μ) * v i = t * (g i + g (i + 2)) by linear_combination -h,
          abs_mul, abs_of_pos ht]
      _ ≤ t * (c * Real.sin ((i : ℕ) * θ) + c * Real.sin (((i : ℕ) + 2 : ℕ) * θ)) :=
        mul_le_mul_of_nonneg_left ((abs_add_le _ _).trans
          (add_le_add (hb i (by omega)) (hb (i + 2) (by omega)))) ht.le
      _ = 2 * t * Real.cos θ * |v i| := by
        rw [hvi]
        linear_combination t * c * sin_recurrence θ i
    have := le_of_mul_le_mul_right key hvpos
    linarith

/-- The half-angle formula `1 - cos x = 2 sin²(x/2)`. -/
lemma one_sub_cos (x : ℝ) : 1 - Real.cos x = 2 * Real.sin (x / 2) ^ 2 := by
  have h := Real.cos_two_mul (x / 2)
  rw [show 2 * (x / 2) = x by ring] at h
  linarith [Real.sin_sq_add_cos_sq (x / 2)]

/-- For `m > 0`, the quantity `n² (1 - cos(π/(mn+1)))` tends to `π²/(2m²)`. -/
lemma tendsto_one_sub_cos {m : ℝ} (hm : 0 < m) :
    Tendsto (fun n : ℕ => (n : ℝ) ^ 2 * (1 - Real.cos (π / (m * n + 1)))) atTop
      (𝓝 (2 * (π / (2 * m) * 1) ^ 2)) := by
  have hd : Tendsto (fun n : ℕ => m * (n : ℝ) + 1) atTop atTop :=
    tendsto_atTop_add_const_right _ _ (tendsto_natCast_atTop_atTop.const_mul_atTop hm)
  have hx : Tendsto (fun n : ℕ => π / (m * n + 1) / 2) atTop (𝓝 0) := by
    have h := (hd.const_div_atTop π).div_const 2
    rwa [zero_div] at h
  have hn : Tendsto (fun n : ℕ => n * (π / (m * n + 1) / 2)) atTop (𝓝 (π / (2 * m))) := by
    have h := (hx.const_mul (1 / m)).const_sub (π / (2 * m))
    rw [mul_zero, sub_zero] at h
    refine h.congr fun n => ?_
    have h0 : m * (n : ℝ) + 1 ≠ 0 := by positivity
    field_simp
    ring
  have hs := (Real.continuous_sinc.tendsto 0).comp hx
  rw [Real.sinc_zero] at hs
  refine (((hn.mul hs).pow 2).const_mul 2).congr fun n => ?_
  have h0 : π / (m * n + 1) / 2 ≠ 0 := by positivity
  have h1 : Real.sin (π / (m * n + 1) / 2)
      = π / (m * n + 1) / 2 * Real.sinc (π / (m * n + 1) / 2) := by
    rw [Real.sinc_of_ne_zero h0, mul_div_assoc', mul_div_cancel_left₀ _ h0]
  rw [one_sub_cos, h1, Function.comp_apply]
  ring

/-- For `t > 0` and `m ≥ 1`, the ionization energy of the chain with `mn` units exceeds
`e - 2t` by `tπ²/(mn)²` to leading order in large `n`. -/
theorem finite_size_law (e : ℝ) {t : ℝ} (ht : 0 < t) {m : ℕ} (hm : 0 < m) :
    Tendsto (fun n : ℕ => (n : ℝ) ^ 2 * (ionizationEnergy e t (m * n) - (e - 2 * t)))
      atTop (𝓝 (t * π ^ 2 / m ^ 2)) := by
  have hm' : (0 : ℝ) < m := Nat.cast_pos.mpr hm
  have h := (tendsto_one_sub_cos hm').const_mul (2 * t)
  rw [show 2 * t * (2 * (π / (2 * (m : ℝ)) * 1) ^ 2) = t * π ^ 2 / m ^ 2 by ring] at h
  refine h.congr' ?_
  filter_upwards [eventually_ge_atTop 1] with n hn
  rw [ionizationEnergy, (isLeast_levels (Nat.mul_pos hm hn) e ht).csInf_eq, Nat.cast_mul]
  ring

/-- For `t > 0`, the error of the extrapolation linear in `1/n`, relative to the polymer
limit `e - 2t` and multiplied by `n²`, tends to `-tπ²/2`. -/
theorem extrapolation_error (e : ℝ) {t : ℝ} (ht : 0 < t) :
    Tendsto (fun n : ℕ => (n : ℝ) ^ 2 *
      (extrapolate (ionizationEnergy e t) n - (e - 2 * t))) atTop (𝓝 (-(t * π ^ 2 / 2))) := by
  have h := ((finite_size_law e ht two_pos).const_mul 2).sub (finite_size_law e ht one_pos)
  rw [show 2 * (t * π ^ 2 / ((2 : ℕ) : ℝ) ^ 2) - t * π ^ 2 / ((1 : ℕ) : ℝ) ^ 2
    = -(t * π ^ 2 / 2) by push_cast; ring] at h
  refine h.congr fun n => ?_
  simp only [extrapolate, one_mul]
  ring

/-- For `t > 0`, extrapolation from the monomer and the dimer gives exactly `e - 2t`. -/
theorem extrapolate_one (e : ℝ) {t : ℝ} (ht : 0 < t) :
    extrapolate (ionizationEnergy e t) 1 = e - 2 * t := by
  rw [extrapolate, ionizationEnergy, ionizationEnergy,
    (isLeast_levels (by norm_num) e ht).csInf_eq, (isLeast_levels one_pos e ht).csInf_eq,
    show ((2 * 1 : ℕ) : ℝ) + 1 = 3 by norm_num, show ((1 : ℕ) : ℝ) + 1 = 2 by norm_num,
    Real.cos_pi_div_three, Real.cos_pi_div_two]
  ring

/-- For `t > 0` and every `n ≥ 2`, the extrapolation linear in `1/n` lies strictly below
the polymer limit `e - 2t`. -/
theorem extrapolate_lt (e : ℝ) {t : ℝ} (ht : 0 < t) {n : ℕ} (hn : 2 ≤ n) :
    extrapolate (ionizationEnergy e t) n < e - 2 * t := by
  have hn' : (0 : ℝ) ≤ n - 2 := sub_nonneg.mpr (by exact_mod_cast hn)
  have c1 := one_sub_cos (π / (2 * n + 1))
  have c2 := one_sub_cos (π / (n + 1))
  obtain ⟨x, hx⟩ : ∃ x : ℝ, x = π / (2 * n + 1) / 2 := ⟨_, rfl⟩
  obtain ⟨y, hy⟩ : ∃ y : ℝ, y = π / (n + 1) / 2 := ⟨_, rfl⟩
  rw [← hx] at c1
  rw [← hy] at c2
  have hx0 : 0 < x := by rw [hx]; positivity
  have hy0 : 0 < y := by rw [hy]; positivity
  have e1 : x * (2 * n + 1) = π / 2 := by rw [hx]; field_simp
  have e2 : y * (n + 1) = π / 2 := by rw [hy]; field_simp
  have hxy : x ≤ 3 / 5 * y := by
    refine le_of_mul_le_mul_right ?_ (show (0 : ℝ) < n + 1 by positivity)
    nlinarith [mul_nonneg hx0.le hn']
  have hy1 : y ≤ 11 / 20 := by nlinarith [mul_nonneg hy0.le hn', Real.pi_lt_d2]
  -- bound the two sines from above and below
  have hsx : Real.sin x ≤ 3 / 5 * y := (Real.sin_le hx0.le).trans hxy
  have hsx0 : 0 ≤ Real.sin x :=
    Real.sin_nonneg_of_nonneg_of_le_pi hx0.le (by linarith [Real.pi_gt_three])
  have hy2 : y ^ 2 ≤ 2 / 5 := by nlinarith
  have hsy : 9 / 10 * y ≤ Real.sin y := by
    have h := Real.sin_gt_sub_cube hy0
    nlinarith [mul_le_mul_of_nonneg_left hy2 hy0.le]
  have h1 := pow_le_pow_left₀ hsx0 hsx 2
  have h2 := pow_le_pow_left₀ (by positivity) hsy 2
  have hD : 0 < (1 - Real.cos (π / (n + 1))) - 2 * (1 - Real.cos (π / (2 * n + 1))) := by
    rw [c1, c2]
    nlinarith [pow_pos hy0 2]
  rw [extrapolate, ionizationEnergy, ionizationEnergy,
    (isLeast_levels (by omega) e ht).csInf_eq, (isLeast_levels (by omega) e ht).csInf_eq,
    Nat.cast_mul, Nat.cast_ofNat]
  nlinarith [mul_pos ht hD]

end

end OligomerExtrapolation
```

```lean
#print axioms OligomerExtrapolation.extrapolate_of_linear
#print axioms OligomerExtrapolation.extrapolation_error
#print axioms OligomerExtrapolation.extrapolate_one
#print axioms OligomerExtrapolation.extrapolate_lt
```

```
'OligomerExtrapolation.extrapolate_of_linear' depends on axioms: [propext, Classical.choice, Quot.sound]
'OligomerExtrapolation.extrapolation_error' depends on axioms: [propext, Classical.choice, Quot.sound]
'OligomerExtrapolation.extrapolate_one' depends on axioms: [propext, Classical.choice, Quot.sound]
'OligomerExtrapolation.extrapolate_lt' depends on axioms: [propext, Classical.choice, Quot.sound]
```

## The chain, its lowest level and the straight line

The hole sits on one of $n$ identical units. Its energy on a unit is $e$, and the matrix element between neighbouring units is $-t$ with $t>0$, so the in-phase combination lies lowest. `chain n e t` is this real symmetric tridiagonal matrix. Its rows and columns are labelled by `Fin n`, so sites run from $0$ to $n-1$.

`levels` is the set of eigenvalues of the matrix, each with a nonzero real eigenvector. `ionizationEnergy e t n`, written $E(n)$ below, is the infimum of that set. The cosine formula is therefore a theorem about the matrix, `isLeast_levels`: for $n\ge 1$,

$$E(n)=e-2t\cos\frac{\pi}{n+1}.$$

The polymer limit is $e-2t$. The line in $1/n$ through the values at $n$ and $2n$ has intercept

$$X(n)=2E(2n)-E(n),$$

which is `extrapolate (ionizationEnergy e t) n`. The theorem `extrapolate_of_linear` confirms the choice of formula: the values $a+b/n$ at size $n$ and $a+b/(2n)$ at size $2n$ return $a$.

Three theorems describe the error for $t>0$:

- `extrapolation_error`: $n^2\,[X(n)-(e-2t)]\to -t\pi^2/2$.
- `extrapolate_one`: $X(1)=e-2t$ exactly.
- `extrapolate_lt`: $X(n)<e-2t$ for every $n\ge 2$.

In an EOM-IP coupled-cluster calculation, ionization energies are eigenvalues of a much larger effective Hamiltonian. The present model keeps one state per unit and one constant coupling, with no correlation, no relaxation around the hole, no disorder and no bond alternation. Within this non-interacting model, the result warns that the line in $1/n$ through the values at $n$ and $2n$ has, for every $n\ge2$, a systematic error of known sign.

## The nodeless standing wave is the lowest state

Extend the amplitudes by one fictitious site at each end: let $f_0=f_{n+1}=0$, with $f_{i+1}$ the amplitude on site $i$. The matrix then acts in the same way on every site, including the ends:

$$(Hf)_i=e f_{i+1}-t\,(f_i+f_{i+2}).$$

This is `chain_mulVec`, which evaluates the diagonal and the two off-diagonal sums separately.

Put $\theta=\pi/(n+1)$ and $s_k=\sin k\theta$. Then $s_0=s_{n+1}=0$, and $s_k>0$ for $1\le k\le n$. The addition formulas give `sin_recurrence`,

$$s_k+s_{k+2}=2\cos\theta\; s_{k+1},$$

so $s$ is an eigenvector with eigenvalue $e-2t\cos\theta$. The code leaves it unnormalised; the normalised amplitude on site $i$ is $\sqrt{2/(n+1)}\,\sin((i+1)\theta)$.

To see that no level lies lower, take any eigenvector $v$ with eigenvalue $\mu$. Let $i$ be a site where $|v_j|/s_{j+1}$ is largest, and let $c$ be that largest ratio. Since $v\neq0$, both $c$ and $|v_i|$ are positive. Let $g$ be $v$ extended by zeros, with $g_{j+1}=v_j$. Then $|g_k|\le c\,s_k$ for $0\le k\le n+1$, with equality at $k=i+1$. The eigenvalue equation on site $i$ reads $(e-\mu)v_i=t(g_i+g_{i+2})$, hence

$$(e-\mu)|v_i|\le t\,(|g_i|+|g_{i+2}|)\le tc\,(s_i+s_{i+2})=2t\cos\theta\; c\,s_{i+1}=2t\cos\theta\,|v_i|.$$

Dividing by $|v_i|$ gives $\mu\ge e-2t\cos\theta$. In the Lean proof, `Finite.exists_max` supplies the site, `hb` is the bound on $|g_k|$, and the `calc` block named `key` is the displayed chain.

## A finite-size error of order 1/n²

For a fixed integer $m\ge1$, set $x_n=\dfrac{\pi}{2(mn+1)}$. The half-angle formula, `one_sub_cos`, gives for $n\ge1$

$$E(mn)-(e-2t)=2t\left(1-\cos\frac{\pi}{mn+1}\right)=4t\sin^2 x_n.$$

Now $x_n\to0$, and

$$n x_n=\frac{\pi}{2m}-\frac{x_n}{m}\to\frac{\pi}{2m}.$$

Since $\sin x_n/x_n\to1$,

$$n^2\,[E(mn)-(e-2t)]=4t\,(n x_n)^2\left(\frac{\sin x_n}{x_n}\right)^2\to\frac{t\pi^2}{m^2}.$$

The lemma `tendsto_one_sub_cos` carries out this limit, using the continuity of `Real.sinc` at zero, and `finite_size_law` translates it into ionization energies.

The extrapolation combines the cases $m=2$ and $m=1$:

$$n^2\,[X(n)-(e-2t)]\to 2\cdot\frac{t\pi^2}{4}-t\pi^2=-\frac{t\pi^2}{2}.$$

The straight line expects the error to halve when the chain is doubled, whereas for long chains it falls to about a quarter, so the line overcorrects. Comparing this limit with the case $m=2$ shows that, for large $n$, $X(n)$ is about twice as far from the polymer limit as the unextrapolated value $E(2n)$, and on the other side.

## From the exact monomer–dimer value to a strict undershoot

The smallest case looks like a success. The monomer has $E(1)=e$ and the dimer has $E(2)=e-t$, so $X(1)=2(e-t)-e=e-2t$. The agreement ends at the next size: $E(4)=e-\tfrac{1+\sqrt5}{2}\,t$ gives $X(2)=e-\sqrt5\,t$, about $0.24\,t$ too low.

For general $n\ge2$, put $x=\dfrac{\pi}{2(2n+1)}$ and $y=\dfrac{\pi}{2(n+1)}$. The half-angle formula gives

$$X(n)-(e-2t)=4t\,(2\sin^2x-\sin^2y).$$

The sign follows from two estimates:

- The ratio $x/y=(n+1)/(2n+1)$ is at most $3/5$, so $0\le\sin x\le x\le\tfrac35y$.
- Since $y\le\pi/6<\tfrac{11}{20}$, we have $y^2\le\tfrac25$, and therefore $\sin y\ge y-\tfrac14y^3\ge\tfrac9{10}y$.

Together they give

$$2\sin^2x\le\tfrac{18}{25}y^2<\tfrac{81}{100}y^2\le\sin^2y,$$

so the error is strictly negative. In `extrapolate_lt` these bounds are `hsx` and `hsy`, their squares are `h1` and `h2`, and `hD` records the resulting sign before the final step multiplies by $t$.
